# Two angular momenta add to an angular momentum that commutes with L·S

## Angular momentum as three matrices

An angular momentum is taken here to be any triple of complex square matrices of finite size that obeys the commutation relations. Nothing else is required: the matrices need not be Hermitian, and the representation need not be irreducible. The components \(x,y,z\) are numbered \(0,1,2\), with index arithmetic modulo 3, and \(\hbar=1\). The three relations then become one formula,

\[ [J_a,J_{a+1}]=iJ_{a+2},\qquad a=0,1,2. \]

Let \(L\) and \(S\) be two such triples, acting on different factors of a tensor product. They may be the orbital and spin angular momentum of an electron in one shell, or two spins. Define

\[ J_a=L_a\otimes 1+1\otimes S_a,\qquad L\cdot S=\sum_a L_a\otimes S_a, \]

and write \(L^2=\sum_a L_a^2\), and likewise \(S^2\) and \(J^2\).

For a spin-orbit Hamiltonian \(A\,L\cdot S\) in a finite shell model with constant \(A\), the results below give conservation of total angular momentum and the level energies in terms of quantum numbers.

## The total obeys the same relations

Operators on different factors commute, so the cross terms in the commutator vanish:

\[ [J_a,J_{a+1}]=[L_a,L_{a+1}]\otimes1+1\otimes[S_a,S_{a+1}]
=i(L_{a+2}\otimes1+1\otimes S_{a+2})=iJ_{a+2}. \]

For the square, both mixed products equal \(L_a\otimes S_a\):

\[ J_a^2=L_a^2\otimes1+1\otimes S_a^2+2L_a\otimes S_a. \]

Summing over \(a\) gives

\[ J^2=L^2\otimes1+1\otimes S^2+2L\cdot S. \]

This expansion uses no commutation relation within either factor.

## What commutes with the coupling

The cyclic relations also give \([L_a,L_{a+2}]=-iL_{a+1}\). Hence

\[ [L_a\otimes1,L\cdot S]=\sum_b[L_a,L_b]\otimes S_b
=i(L_{a+2}\otimes S_{a+1}-L_{a+1}\otimes S_{a+2}), \]

\[ [1\otimes S_a,L\cdot S]=\sum_b L_b\otimes[S_a,S_b]
=i(L_{a+1}\otimes S_{a+2}-L_{a+2}\otimes S_{a+1}). \]

The two are opposite, so \([J_a,L\cdot S]=0\) for every \(a\), including \(J_z\).

The squares of the parts commute with the coupling too. In \([L^2,L_a]\) the term \(L_a^2\) drops out, and the other two give

\[ [L_{a+1}^2,L_a]=-i(L_{a+1}L_{a+2}+L_{a+2}L_{a+1}), \]
\[ [L_{a+2}^2,L_a]=+i(L_{a+2}L_{a+1}+L_{a+1}L_{a+2}). \]

These cancel. So \(L^2\otimes1\) commutes with each \(L_a\otimes S_a\), and therefore with their sum; the same holds for \(1\otimes S^2\).

Finally, suppose that \(L^2\otimes1\), \(1\otimes S^2\) and \(J^2\) act on a vector \(\psi\) as \(\ell(\ell+1)\), \(s(s+1)\) and \(j(j+1)\). Applying the expansion of \(J^2\) to \(\psi\) and solving for the coupling gives

\[ (L\cdot S)\psi=\tfrac12\bigl[j(j+1)-\ell(\ell+1)-s(s+1)\bigr]\psi. \]

## Using it in a calculation

For a p electron, \(\ell=1\) and \(s=\tfrac12\), the coupling takes the value \(\tfrac12\) for \(j=\tfrac32\) and \(-1\) for \(j=\tfrac12\). In a program, \(L\cdot S\) is a sum of three Kronecker products. If \(L_z\) and \(S_z\) are diagonal, sorting the product basis by \(m_\ell+m_s\) makes the matrix block diagonal; for the p electron the blocks have sizes 1, 2, 2 and 1. A nonzero commutator with \(J_z\), beyond rounding error, shows that the matrices were built wrongly, for example with a wrong sign or factor in one component, or with inconsistent ordering of the tensor factors.

## How the Lean statements read

`IsAngularMomentum J` is the cyclic relation for all `a : Fin 3`. The index types `m` and `n` label the two bases, pairs in `m × n` label the product basis, and `⊗ₖ` is the Kronecker product. The definitions `total`, `squared` and `coupling` stand for \(J\), the squares and \(L\cdot S\).

The theorems `total_isAngularMomentum` and `total_commute_coupling` assume the relations for both triples, whereas `squared_total` assumes them for neither. In `coupling_mulVec` the three eigenvalue equations are hypotheses, and `ℓ`, `s`, `j` are arbitrary complex numbers. The theorem neither supplies such vectors nor derives the allowed quantum numbers. Orbital angular momentum on the full space of wavefunctions is not covered, since the matrices are finite.

A different model would take linear maps on abstract vector spaces, with \(L\) and \(S\) as representations of a Lie algebra. The total would then be the standard action on the tensor product, and infinite-dimensional spaces would be allowed algebraically. Unbounded operators on a Hilbert space would still need a treatment of domains.

## The complete file

```lean
import Mathlib

open Matrix
open scoped Kronecker

namespace AngularMomentumAddition

noncomputable section

variable {m n : Type*} [Fintype m] [DecidableEq m] [Fintype n] [DecidableEq n]

/-- The angular momentum relations `[J_a, J_{a+1}] = i J_{a+2}`, with the components
`x, y, z` numbered `0, 1, 2` and indices taken cyclically. -/
def IsAngularMomentum (J : Fin 3 → Matrix n n ℂ) : Prop :=
  ∀ a, J a * J (a + 1) - J (a + 1) * J a = Complex.I • J (a + 2)

/-- The squared angular momentum `J² = J_x² + J_y² + J_z²`. -/
def squared (J : Fin 3 → Matrix n n ℂ) : Matrix n n ℂ := ∑ a, J a * J a

/-- The total angular momentum `J_a = L_a ⊗ 1 + 1 ⊗ S_a` of a composite system. -/
def total (L : Fin 3 → Matrix m m ℂ) (S : Fin 3 → Matrix n n ℂ) (a : Fin 3) :
    Matrix (m × n) (m × n) ℂ :=
  L a ⊗ₖ (1 : Matrix n n ℂ) + (1 : Matrix m m ℂ) ⊗ₖ S a

/-- The scalar coupling `L·S = ∑ L_a ⊗ S_a`. -/
def coupling (L : Fin 3 → Matrix m m ℂ) (S : Fin 3 → Matrix n n ℂ) :
    Matrix (m × n) (m × n) ℂ :=
  ∑ a, L a ⊗ₖ S a

/-- A sum over the three components may start at any component. -/
lemma sum_cyclic {M : Type*} [AddCommMonoid M] (f : Fin 3 → M) (a : Fin 3) :
    ∑ b, f b = f a + f (a + 1) + f (a + 2) := by
  rw [Fin.sum_univ_three]
  fin_cases a
  · rfl
  · change f 0 + f 1 + f 2 = f 1 + f 2 + f 0
    abel
  · change f 0 + f 1 + f 2 = f 2 + f 0 + f 1
    abel

omit [DecidableEq n] in
/-- The cyclic relation that ends on component `a + 1`: `[J_{a+2}, J_a] = i J_{a+1}`. -/
lemma IsAngularMomentum.prev {J : Fin 3 → Matrix n n ℂ} (hJ : IsAngularMomentum J)
    (a : Fin 3) : J (a + 2) * J a - J a * J (a + 2) = Complex.I • J (a + 1) := by
  have e1 : ∀ b : Fin 3, b + 2 + 1 = b := by decide
  have e2 : ∀ b : Fin 3, b + 2 + 2 = b + 1 := by decide
  have h := hJ (a + 2)
  rwa [e1 a, e2 a] at h

/-- The total of two angular momenta is again an angular momentum. -/
theorem total_isAngularMomentum {L : Fin 3 → Matrix m m ℂ} {S : Fin 3 → Matrix n n ℂ}
    (hL : IsAngularMomentum L) (hS : IsAngularMomentum S) :
    IsAngularMomentum (total L S) := by
  intro a
  have h1 := sub_eq_iff_eq_add'.mp (hL a)
  have h2 := sub_eq_iff_eq_add'.mp (hS a)
  -- the cross terms `L_a ⊗ S_b` cancel, each factor supplies its own commutator
  simp only [total, mul_add, add_mul, ← Matrix.mul_kronecker_mul, one_mul, mul_one, h1, h2,
    Matrix.add_kronecker, Matrix.kronecker_add, Matrix.smul_kronecker, Matrix.kronecker_smul]
  module

/-- The square of the total: `J² = L² ⊗ 1 + 1 ⊗ S² + 2 L·S`. -/
theorem squared_total (L : Fin 3 → Matrix m m ℂ) (S : Fin 3 → Matrix n n ℂ) :
    squared (total L S) = squared L ⊗ₖ (1 : Matrix n n ℂ)
      + (1 : Matrix m m ℂ) ⊗ₖ squared S + (2 : ℂ) • coupling L S := by
  simp only [squared, coupling, total, Fin.sum_univ_three, mul_add, add_mul,
    ← Matrix.mul_kronecker_mul, one_mul, mul_one, Matrix.add_kronecker, Matrix.kronecker_add]
  module

/-- The commutator of `L_a ⊗ 1` with the coupling `L·S`. -/
theorem left_comm_coupling {L : Fin 3 → Matrix m m ℂ} (hL : IsAngularMomentum L)
    (S : Fin 3 → Matrix n n ℂ) (a : Fin 3) :
    (L a ⊗ₖ (1 : Matrix n n ℂ)) * coupling L S - coupling L S * (L a ⊗ₖ (1 : Matrix n n ℂ))
      = Complex.I • (L (a + 2) ⊗ₖ S (a + 1) - L (a + 1) ⊗ₖ S (a + 2)) := by
  have h1 := sub_eq_iff_eq_add'.mp (hL a)
  have h2 := sub_eq_iff_eq_add'.mp (hL.prev a)
  unfold coupling
  rw [sum_cyclic _ a]
  simp only [mul_add, add_mul, ← Matrix.mul_kronecker_mul, one_mul, mul_one, h1, h2,
    Matrix.add_kronecker, Matrix.smul_kronecker]
  module

/-- The commutator of `1 ⊗ S_a` with the coupling `L·S`. -/
theorem right_comm_coupling (L : Fin 3 → Matrix m m ℂ) {S : Fin 3 → Matrix n n ℂ}
    (hS : IsAngularMomentum S) (a : Fin 3) :
    ((1 : Matrix m m ℂ) ⊗ₖ S a) * coupling L S - coupling L S * ((1 : Matrix m m ℂ) ⊗ₖ S a)
      = Complex.I • (L (a + 1) ⊗ₖ S (a + 2) - L (a + 2) ⊗ₖ S (a + 1)) := by
  have h1 := sub_eq_iff_eq_add'.mp (hS a)
  have h2 := sub_eq_iff_eq_add'.mp (hS.prev a)
  unfold coupling
  rw [sum_cyclic _ a]
  simp only [mul_add, add_mul, ← Matrix.mul_kronecker_mul, one_mul, mul_one, h1, h2,
    Matrix.kronecker_add, Matrix.kronecker_smul]
  module

/-- The coupling `L·S` commutes with every component of the total angular momentum. -/
theorem total_commute_coupling {L : Fin 3 → Matrix m m ℂ} {S : Fin 3 → Matrix n n ℂ}
    (hL : IsAngularMomentum L) (hS : IsAngularMomentum S) (a : Fin 3) :
    Commute (total L S a) (coupling L S) := by
  have h1 := left_comm_coupling hL S a
  have h2 := right_comm_coupling L hS a
  refine sub_eq_zero.mp ?_
  -- the two commutators are opposite
  rw [total, add_mul, mul_add, add_sub_add_comm, h1, h2]
  module

/-- The squared angular momentum commutes with each component. -/
theorem squared_commute {J : Fin 3 → Matrix n n ℂ} (hJ : IsAngularMomentum J) (a : Fin 3) :
    Commute (squared J) (J a) := by
  refine sub_eq_zero.mp ?_
  have key : squared J * J a - J a * squared J =
      -(J (a + 1) * (J a * J (a + 1) - J (a + 1) * J a)
        + (J a * J (a + 1) - J (a + 1) * J a) * J (a + 1))
      + (J (a + 2) * (J (a + 2) * J a - J a * J (a + 2))
        + (J (a + 2) * J a - J a * J (a + 2)) * J (a + 2)) := by
    rw [squared, sum_cyclic _ a]
    noncomm_ring
  rw [key, hJ a, hJ.prev a]
  simp only [mul_smul_comm, smul_mul_assoc]
  module

/-- The coupling `L·S` commutes with both `L² ⊗ 1` and `1 ⊗ S²`. -/
theorem squares_commute_coupling {L : Fin 3 → Matrix m m ℂ} {S : Fin 3 → Matrix n n ℂ}
    (hL : IsAngularMomentum L) (hS : IsAngularMomentum S) :
    Commute (squared L ⊗ₖ (1 : Matrix n n ℂ)) (coupling L S) ∧
      Commute ((1 : Matrix m m ℂ) ⊗ₖ squared S) (coupling L S) := by
  constructor
  · refine Commute.sum_right _ _ _ fun b _ => ?_
    change _ * _ = _ * _
    rw [← Matrix.mul_kronecker_mul, ← Matrix.mul_kronecker_mul, (squared_commute hL b).eq,
      one_mul, mul_one]
  · refine Commute.sum_right _ _ _ fun b _ => ?_
    change _ * _ = _ * _
    rw [← Matrix.mul_kronecker_mul, ← Matrix.mul_kronecker_mul, (squared_commute hS b).eq,
      one_mul, mul_one]

/-- On a state with values `ℓ(ℓ+1)`, `s(s+1)`, `j(j+1)` of `L²`, `S²`, `J²`, the coupling
`L·S` acts as the number `(j(j+1) - ℓ(ℓ+1) - s(s+1))/2`. -/
theorem coupling_mulVec (L : Fin 3 → Matrix m m ℂ) (S : Fin 3 → Matrix n n ℂ)
    (ψ : m × n → ℂ) (ℓ s j : ℂ)
    (h1 : (squared L ⊗ₖ (1 : Matrix n n ℂ)) *ᵥ ψ = (ℓ * (ℓ + 1)) • ψ)
    (h2 : ((1 : Matrix m m ℂ) ⊗ₖ squared S) *ᵥ ψ = (s * (s + 1)) • ψ)
    (h3 : squared (total L S) *ᵥ ψ = (j * (j + 1)) • ψ) :
    coupling L S *ᵥ ψ = ((j * (j + 1) - ℓ * (ℓ + 1) - s * (s + 1)) / 2) • ψ := by
  rw [squared_total, Matrix.add_mulVec, Matrix.add_mulVec, Matrix.smul_mulVec, h1, h2] at h3
  linear_combination (norm := module) (1 / 2 : ℂ) • h3

/-- The spin-1/2 matrices, half the Pauli matrices. -/
def spinHalf : Fin 3 → Matrix (Fin 2) (Fin 2) ℂ :=
  ![!![0, 1 / 2; 1 / 2, 0], !![0, -Complex.I / 2; Complex.I / 2, 0], !![1 / 2, 0; 0, -1 / 2]]

/-- The spin-1/2 matrices satisfy the angular momentum relations. -/
theorem spinHalf_witness : IsAngularMomentum spinHalf := by
  intro a
  fin_cases a <;> ext i j <;> fin_cases i <;> fin_cases j <;>
    simp [spinHalf] <;>
    first
      | ring1
      | linear_combination (1 / 2 : ℂ) * Complex.I_sq
      | linear_combination (-1 / 2 : ℂ) * Complex.I_sq

/-- For two spins 1/2, the `z` component of the first spin alone does not commute with the
coupling. -/
theorem single_spin_not_commute :
    ¬ Commute (spinHalf 2 ⊗ₖ (1 : Matrix (Fin 2) (Fin 2) ℂ)) (coupling spinHalf spinHalf) := by
  intro h
  have k := left_comm_coupling spinHalf_witness spinHalf 2
  rw [h.eq, sub_self] at k
  -- compare the matrix element between the two antiparallel product states
  have e := congrFun (congrFun k (0, 1)) (1, 0)
  change (0 : ℂ) = Complex.I * ((-Complex.I / 2) * (1 / 2) - (1 / 2) * (Complex.I / 2)) at e
  have v : Complex.I * ((-Complex.I / 2) * (1 / 2) - (1 / 2) * (Complex.I / 2)) = 1 / 2 := by
    linear_combination (-1 / 2 : ℂ) * Complex.I_sq
  rw [v] at e
  norm_num at e

end

end AngularMomentumAddition
```

```lean
#print axioms AngularMomentumAddition.total_isAngularMomentum
#print axioms AngularMomentumAddition.total_commute_coupling
#print axioms AngularMomentumAddition.coupling_mulVec
#print axioms AngularMomentumAddition.single_spin_not_commute
```

```
'AngularMomentumAddition.total_isAngularMomentum' depends on axioms: [propext, Classical.choice, Quot.sound]
'AngularMomentumAddition.total_commute_coupling' depends on axioms: [propext, Classical.choice, Quot.sound]
'AngularMomentumAddition.coupling_mulVec' depends on axioms: [propext, Classical.choice, Quot.sound]
'AngularMomentumAddition.single_spin_not_commute' depends on axioms: [propext, Classical.choice, Quot.sound]
```

## How the proof follows the algebra

Two lemmas handle the indices. `sum_cyclic` lets a sum over components start at any `a`, and `IsAngularMomentum.prev` restates the cyclic relation as \([J_{a+2},J_a]=iJ_{a+1}\).

In `total_isAngularMomentum`, each commutator is first turned into a reordering rule, \(L_aL_{a+1}=L_{a+1}L_a+iL_{a+2}\). The `simp only` call multiplies out the Kronecker products and applies these rules; `module` then cancels the cross terms by linear algebra. `squared_total` is the same expansion without reordering rules.

`left_comm_coupling` and `right_comm_coupling` compute the two explicit commutators, and `total_commute_coupling` adds them to get zero. In `squared_commute`, the identity `key` writes \([J^2,J_a]\) through the two basic commutators. It is checked by `noncomm_ring`, after which the relations are substituted. `squares_commute_coupling` applies this to each term of the coupling.

The proof of `coupling_mulVec` substitutes the expansion of \(J^2\) into the third eigenvalue equation and takes half of the result.

`spinHalf_witness` checks the relations for the spin-1/2 matrices entry by entry. With them, `single_spin_not_commute` shows that one spin's \(z\) component is not conserved by the coupling: between the two antiparallel product states, the commutator has matrix elements \(\tfrac12\) and \(-\tfrac12\), one for each order of the states, not zero.
